# Density and magnetization kernels decouple at zero magnetization for a smooth, spin-symmetric local energy density

If a density change could couple to a magnetization change at second order in a closed-shell system, singlet and triplet response could not be treated separately. And if a factor of two is lost in passing from spin densities to total density and magnetization, both kernels come out wrong. The problems below settle both points for an energy density that depends only on the two local spin densities, as in the adiabatic local density approximation; gradients, orbital dependence and frequency dependence are not included.

## Two sets of density variables

Let $f(a,b)$ be the energy density, meaning energy per unit volume and not per particle, as a function of the spin densities $a$ and $b$. With total density $n=a+b$ and magnetization $m=a-b$, the same quantity is
$$g(n,m)=f\!\left(\tfrac{n+m}{2},\tfrac{n-m}{2}\right).$$

```lean
import Mathlib

open Filter Topology

namespace SpinDensityChainRules

noncomputable section
```

Second derivatives are written as a bilinear form. $H^f_p(u,v)$ is the derivative of the first derivative of $f$ at $p$ along $u$, evaluated on $v$. Thus $f_{aa}=H^f_p((1,0),(1,0))$ and $f_{ab}=H^f_p((1,0),(0,1))$, and likewise for $g$ with $n,m$ in place of $a,b$. In Lean this form is `hess`.

```lean
/-- The second derivative of `f` at `p`, evaluated on the two directions `u` and `v`. -/
def hess (f : ℝ × ℝ → ℝ) (p u v : ℝ × ℝ) : ℝ :=
  fderiv ℝ (fderiv ℝ f) p u v
```

The function $g$ is `chargeSpin f`.

```lean
/-- The energy density `f(a, b)` of the two spin densities, written as a function of the
total density `n = a + b` and the magnetization `m = a - b`. -/
def chargeSpin (f : ℝ × ℝ → ℝ) (x : ℝ × ℝ) : ℝ :=
  f ((x.1 + x.2) / 2, (x.1 - x.2) / 2)
```

The change of variables $T(n,m)=((n+m)/2,(n-m)/2)$ is a continuous linear map, and so is the spin exchange $S(a,b)=(b,a)$.

```lean
/-- The linear map from total density and magnetization to the two spin densities. -/
def toSpin : ℝ × ℝ →L[ℝ] ℝ × ℝ :=
  ((1 / 2 : ℝ) • (ContinuousLinearMap.fst ℝ ℝ ℝ + ContinuousLinearMap.snd ℝ ℝ ℝ)).prod
    ((1 / 2 : ℝ) • (ContinuousLinearMap.fst ℝ ℝ ℝ - ContinuousLinearMap.snd ℝ ℝ ℝ))

/-- The exchange of the two spin densities. -/
def swap : ℝ × ℝ →L[ℝ] ℝ × ℝ :=
  (ContinuousLinearMap.snd ℝ ℝ ℝ).prod (ContinuousLinearMap.fst ℝ ℝ ℝ)
```

Spin symmetry, `hsym`, says that $f(a,b)=f(b,a)$ for all real arguments. Physically, without a magnetic field or spin-orbit coupling, relabelling up and down costs no energy. Since $f$ is defined on all of $\mathbb R^2$, a functional given only for nonnegative densities must first be extended symmetrically. The hypothesis `ContDiffAt ℝ 2` asks for $C^2$ behaviour near the point considered, so $f$ may be singular elsewhere.

## (a) The change of variables in coordinates

**Task.** Evaluate $T(n,m)$.

**Solution.** The components are $\tfrac12(n+m)$ and $\tfrac12(n-m)$, which are the spin densities.

```lean
lemma toSpin_apply (n m : ℝ) : toSpin (n, m) = ((n + m) / 2, (n - m) / 2) :=
  Prod.ext (show (1 / 2 : ℝ) * (n + m) = (n + m) / 2 by ring)
    (show (1 / 2 : ℝ) * (n - m) = (n - m) / 2 by ring)
```

## (b) The energy density as a composition

**Task.** Show that $g=f\circ T$.

**Solution.** Insert (a) into the definition of $g$.

```lean
lemma chargeSpin_eq (f : ℝ × ℝ → ℝ) : chargeSpin f = fun y => f (toSpin y) :=
  funext fun y => (congrArg f (toSpin_apply y.1 y.2)).symm
```

## (c) Second derivatives under a linear map

**Task.** For linear $L$ and $f$ of class $C^2$ near $Lx$, show that $H^{f\circ L}_x(u,v)=H^f_{Lx}(Lu,Lv)$.

**Solution.** For $y$ near $x$, the first-order chain rule gives
$$D(f\circ L)(y)\,v=Df(Ly)\,(Lv).$$
Differentiate in $y$ along $u$. The vector $Lv$ is constant and $Ly$ changes by $Lu$, which gives the claim. No term with second derivatives of $L$ appears, because $L$ is linear.

The proof turns on the relation `=ᶠ[𝓝 x]`, equality throughout some neighbourhood of $x$. Two functions that agree only at $x$ may have different derivatives there, so the first-order rule at the single point $x$ would not be enough. The step `hev` supplies differentiability of $f$ near $Lx$, `h1` states the chain rule near $x$, and `h1.fderiv_eq` then allows one side to replace the other under a further derivative.

```lean
/-- Second-order chain rule for a linear change of the density variables. -/
theorem hess_comp {f : ℝ × ℝ → ℝ} (L : ℝ × ℝ →L[ℝ] ℝ × ℝ) (x : ℝ × ℝ)
    (hf : ContDiffAt ℝ 2 f (L x)) (u v : ℝ × ℝ) :
    hess (fun y => f (L y)) x u v = hess f (L x) (L u) (L v) := by
  have hev : ∀ᶠ y in 𝓝 (L x), DifferentiableAt ℝ f y :=
    (hf.eventually (by simp)).mono fun y hy => hy.differentiableAt (by norm_num)
  -- the first-order chain rule holds in a whole neighbourhood, so it can be differentiated
  have h1 : (fderiv ℝ fun y => f (L y)) =ᶠ[𝓝 x] fun y => (fderiv ℝ f (L y)).comp L := by
    filter_upwards [L.continuous.continuousAt.eventually hev] with y hy
    exact (hy.hasFDerivAt.comp y L.hasFDerivAt).fderiv
  have hc : ContDiffAt ℝ 1 (fderiv ℝ f) (L x) := hf.fderiv_right (by norm_num)
  have hd : DifferentiableAt ℝ (fderiv ℝ f) (L x) := hc.differentiableAt (by norm_num)
  have h2 : HasFDerivAt (fun y => fderiv ℝ f (L y))
      ((fderiv ℝ (fderiv ℝ f) (L x)).comp L) x := hd.hasFDerivAt.comp x L.hasFDerivAt
  have h3 := h2.clm_comp (hasFDerivAt_const L x)
  unfold hess
  rw [h1.fderiv_eq, h3.fderiv]
  simp
```

## (d) Expansion in coordinate directions

**Task.** Express $H^f_p((a,b),(c,d))$ through the four second partial derivatives. Here $a,b,c,d$ are components of directions, not densities.

**Solution.** Write $(a,b)=a(1,0)+b(0,1)$, and similarly for $(c,d)$. Bilinearity gives
$$H^f_p((a,b),(c,d))=ac\,f_{aa}+ad\,f_{ab}+bc\,f_{ba}+bd\,f_{bb}.$$

```lean
lemma hess_expand (f : ℝ × ℝ → ℝ) (p : ℝ × ℝ) (a b c d : ℝ) :
    hess f p (a, b) (c, d) =
      a * c * hess f p (1, 0) (1, 0) + a * d * hess f p (1, 0) (0, 1)
        + b * c * hess f p (0, 1) (1, 0) + b * d * hess f p (0, 1) (0, 1) := by
  have h : ∀ s t : ℝ, ((s, t) : ℝ × ℝ) = s • ((1, 0) : ℝ × ℝ) + t • ((0, 1) : ℝ × ℝ) := by
    intro s t
    simp
  rw [h a b, h c d]
  simp only [hess, map_add, map_smul, add_apply,
    smul_apply, smul_eq_mul]
  ring
```

## (e) Exchange symmetry of the second derivatives

**Task.** For symmetric $f$, show that $H^f_{(a,a)}$ is unchanged when the components of both directions are exchanged.

**Solution.** Apply (c) with $L=S$. Symmetry gives $f\circ S=f$, and $S(a,a)=(a,a)$, so
$$H^f_{(a,a)}(u,v)=H^f_{(a,a)}(Su,Sv).$$
In particular $f_{aa}=f_{bb}$ and $f_{ab}=f_{ba}$ at equal spin densities.

```lean
/-- For a spin-symmetric energy density, the second derivative at equal spin densities is
unchanged when the two spin components of both directions are exchanged. -/
theorem hess_swap {f : ℝ × ℝ → ℝ} (hsym : ∀ a b, f (a, b) = f (b, a)) {a : ℝ}
    (hf : ContDiffAt ℝ 2 f (a, a)) (u₁ u₂ v₁ v₂ : ℝ) :
    hess f (a, a) (u₁, u₂) (v₁, v₂) = hess f (a, a) (u₂, u₁) (v₂, v₁) := by
  have h := hess_comp swap (a, a) hf (u₁, u₂) (v₁, v₂)
  have e : (fun y => f (swap y)) = f := funext fun y => hsym y.2 y.1
  rw [e] at h
  exact h
```

## (f) Second derivatives of $g$ from those of $f$

**Task.** Write $H^g_{(n,m)}$ in terms of $H^f$.

**Solution.** Apply (c) with $L=T$: both directions are converted to spin-density changes by $T$.

```lean
lemma hess_chargeSpin {f : ℝ × ℝ → ℝ} {n m : ℝ}
    (hf : ContDiffAt ℝ 2 f ((n + m) / 2, (n - m) / 2)) (u₁ u₂ v₁ v₂ : ℝ) :
    hess (chargeSpin f) (n, m) (u₁, u₂) (v₁, v₂) =
      hess f ((n + m) / 2, (n - m) / 2)
        ((u₁ + u₂) / 2, (u₁ - u₂) / 2) ((v₁ + v₂) / 2, (v₁ - v₂) / 2) := by
  have h := hess_comp toSpin (n, m) (by rw [toSpin_apply]; exact hf) (u₁, u₂) (v₁, v₂)
  rw [← chargeSpin_eq] at h
  simpa only [toSpin_apply] using h
```

## (g) The coupling at arbitrary polarization

**Task.** Without assuming spin symmetry, compute $g_{nm}$.

**Solution.** By (f), the directions are $(\tfrac12,\tfrac12)$ and $(\tfrac12,-\tfrac12)$. By (d),
$$g_{nm}=\tfrac14\,(f_{aa}-f_{ab}+f_{ba}-f_{bb})=\tfrac14\,(f_{aa}-f_{bb}).$$
The last step uses equality of mixed partial derivatives for $C^2$ functions, which Lean takes from `isSymmSndFDerivAt`. The channels are therefore coupled by the difference of the same-spin derivatives.

```lean
/-- At any polarization, the mixed derivative in total density and magnetization is a quarter
of the difference of the two same-spin second derivatives. -/
theorem mixed_derivative_polarized {f : ℝ × ℝ → ℝ} {n m : ℝ}
    (hf : ContDiffAt ℝ 2 f ((n + m) / 2, (n - m) / 2)) :
    hess (chargeSpin f) (n, m) (1, 0) (0, 1) =
      (hess f ((n + m) / 2, (n - m) / 2) (1, 0) (1, 0)
        - hess f ((n + m) / 2, (n - m) / 2) (0, 1) (0, 1)) / 4 := by
  have hs : hess f ((n + m) / 2, (n - m) / 2) (1, 0) (0, 1) =
      hess f ((n + m) / 2, (n - m) / 2) (0, 1) (1, 0) :=
    (hf.isSymmSndFDerivAt (by simp)).eq _ _
  have h := hess_expand f ((n + m) / 2, (n - m) / 2)
    ((1 + 0) / 2) ((1 - 0) / 2) ((0 + 1) / 2) ((0 - 1) / 2)
  rw [hess_chargeSpin hf, h]
  linear_combination (-1 / 4 : ℝ) * hs
```

## (h) The full quadratic form at zero magnetization

**Task.** For symmetric $f$, evaluate $H^g_{(n,0)}((u_1,u_2),(v_1,v_2))$.

**Solution.** Use (f) and (d) at $(n/2,n/2)$, then set $f_{bb}=f_{aa}$ and $f_{ba}=f_{ab}$ by (e). The coefficient of $f_{aa}$ is
$$\tfrac14\left[(u_1+u_2)(v_1+v_2)+(u_1-u_2)(v_1-v_2)\right]=\tfrac12(u_1v_1+u_2v_2),$$
and that of $f_{ab}$ is
$$\tfrac14\left[(u_1+u_2)(v_1-v_2)+(u_1-u_2)(v_1+v_2)\right]=\tfrac12(u_1v_1-u_2v_2).$$
Hence
$$H^g_{(n,0)}=\frac{f_{aa}+f_{ab}}2\,u_1v_1+\frac{f_{aa}-f_{ab}}2\,u_2v_2.$$
In Lean, `s1` and `s2` are the two symmetry relations, and `linear_combination` does the collection of terms.

```lean
/-- At zero magnetization the second-order form of a spin-symmetric energy density is a sum of
a pure density term and a pure magnetization term. -/
theorem kernel_decouples {f : ℝ × ℝ → ℝ} (hsym : ∀ a b, f (a, b) = f (b, a)) {n : ℝ}
    (hf : ContDiffAt ℝ 2 f (n / 2, n / 2)) (u₁ u₂ v₁ v₂ : ℝ) :
    hess (chargeSpin f) (n, 0) (u₁, u₂) (v₁, v₂) =
      (hess f (n / 2, n / 2) (1, 0) (1, 0) + hess f (n / 2, n / 2) (1, 0) (0, 1)) / 2
          * (u₁ * v₁)
        + (hess f (n / 2, n / 2) (1, 0) (1, 0) - hess f (n / 2, n / 2) (1, 0) (0, 1)) / 2
          * (u₂ * v₂) := by
  have c := hess_chargeSpin (f := f) (n := n) (m := 0)
    (by rw [add_zero, sub_zero]; exact hf) u₁ u₂ v₁ v₂
  rw [add_zero, sub_zero] at c
  have h := hess_expand f (n / 2, n / 2)
    ((u₁ + u₂) / 2) ((u₁ - u₂) / 2) ((v₁ + v₂) / 2) ((v₁ - v₂) / 2)
  -- exchange symmetry identifies the entries of the spin-resolved kernel
  have s1 := hess_swap hsym hf 1 0 1 0
  have s2 := hess_swap hsym hf 1 0 0 1
  rw [c, h]
  linear_combination (-((u₁ - u₂) / 2 * ((v₁ - v₂) / 2))) * s1
    - ((u₁ - u₂) / 2 * ((v₁ + v₂) / 2)) * s2
```

## (i) The first derivative in the magnetization

**Task.** For symmetric $f$, differentiable at $(n/2,n/2)$, show that $g_m(n,0)=0$.

**Solution.** Let $D$ be the derivative of $f$ at that point. The chain rule gives $g_m=D(\tfrac12,-\tfrac12)$. Since $f\circ S=f$, the map $D\circ S$ is also a derivative of $f$ there, and uniqueness gives $D\circ S=D$. Therefore
$$D(\tfrac12,-\tfrac12)=D(-\tfrac12,\tfrac12)=-D(\tfrac12,-\tfrac12),$$
so the value is zero. The conclusion `HasDerivAt` says that the derivative exists and equals zero.

```lean
/-- The first derivative of a spin-symmetric energy density with respect to the magnetization
vanishes at zero magnetization. -/
theorem magnetization_derivative_zero {f : ℝ × ℝ → ℝ} (hsym : ∀ a b, f (a, b) = f (b, a))
    {n : ℝ} (hf : DifferentiableAt ℝ f (n / 2, n / 2)) :
    HasDerivAt (fun m => chargeSpin f (n, m)) 0 0 := by
  obtain ⟨D, hD⟩ := hf
  have hp : toSpin (n, 0) = (n / 2, n / 2) := by rw [toSpin_apply, add_zero, sub_zero]
  have hg : HasFDerivAt (chargeSpin f) (D.comp toSpin) (n, 0) := by
    rw [chargeSpin_eq]
    have h0 : HasFDerivAt f D (toSpin (n, 0)) := by rw [hp]; exact hD
    exact h0.comp (n, 0) toSpin.hasFDerivAt
  have hline : HasDerivAt (fun m : ℝ => ((n, m) : ℝ × ℝ)) (0, 1) 0 :=
    (hasDerivAt_const (0 : ℝ) n).prodMk (hasDerivAt_id (0 : ℝ))
  have hm := hg.comp_hasDerivAt (0 : ℝ) hline
  -- the derivative along (1/2, -1/2) equals its own negative
  have hs : HasFDerivAt f (D.comp swap) (n / 2, n / 2) := by
    have h0 : HasFDerivAt f D (swap (n / 2, n / 2)) := hD
    have h1 := h0.comp (n / 2, n / 2) swap.hasFDerivAt
    have e : f ∘ swap = f := funext fun y => hsym y.2 y.1
    rwa [e] at h1
  have hx : D (-(1 / 2), 1 / 2) = D (1 / 2, -(1 / 2)) :=
    congrArg (fun T : ℝ × ℝ →L[ℝ] ℝ => T (1 / 2, -(1 / 2))) (hs.unique hD)
  have e1 : ((-(1 / 2), 1 / 2) : ℝ × ℝ) = -(1 / 2, -(1 / 2)) := by ext <;> simp
  rw [e1, map_neg] at hx
  have e2 : toSpin (0, 1) = (1 / 2, -(1 / 2)) := by
    rw [toSpin_apply]
    ext <;> norm_num
  have hz : (D.comp toSpin) (0, 1) = 0 := by
    rw [ContinuousLinearMap.comp_apply, e2]
    linarith
  rw [hz] at hm
  exact hm
```

## (j) The four chain rules

**Task.** Collect the derivatives of $g$ at $(n,0)$.

**Solution.** Part (i) gives $g_m=0$. Inserting coordinate directions into (h) gives
$$g_{nm}=0,\qquad g_{nn}=\frac{f_{aa}+f_{ab}}2,\qquad g_{mm}=\frac{f_{aa}-f_{ab}}2,$$
with the derivatives of $f$ taken at $(n/2,n/2)$. If $f$ is the exchange-correlation energy density, $g_{nn}$ and $g_{mm}$ are the local exchange-correlation kernels of singlet and triplet response, up to the normalization a given code adopts; the singlet response contains the Hartree kernel in addition.

In the limiting case $f_{ab}=0$, which holds when $f$ is a sum of a function of $a$ and a function of $b$ so that opposite spins do not interact through $f$, the two kernels coincide at $f_{aa}/2$. This happens for local exchange without correlation. At $n=0$ the rules still apply if $f$ is $C^2$ near the origin, a condition that local exchange, with its power $4/3$, does not meet.

```lean
/-- Chain rules for a spin-symmetric energy density at zero magnetization: `g_m = 0`, `g_nm = 0`,
`g_nn = (f_aa + f_ab)/2` and `g_mm = (f_aa - f_ab)/2`. -/
theorem spin_density_chain_rules {f : ℝ × ℝ → ℝ} (hsym : ∀ a b, f (a, b) = f (b, a)) {n : ℝ}
    (hf : ContDiffAt ℝ 2 f (n / 2, n / 2)) :
    HasDerivAt (fun m => chargeSpin f (n, m)) 0 0 ∧
    hess (chargeSpin f) (n, 0) (1, 0) (0, 1) = 0 ∧
    hess (chargeSpin f) (n, 0) (1, 0) (1, 0) =
      (hess f (n / 2, n / 2) (1, 0) (1, 0) + hess f (n / 2, n / 2) (1, 0) (0, 1)) / 2 ∧
    hess (chargeSpin f) (n, 0) (0, 1) (0, 1) =
      (hess f (n / 2, n / 2) (1, 0) (1, 0) - hess f (n / 2, n / 2) (1, 0) (0, 1)) / 2 := by
  refine ⟨magnetization_derivative_zero hsym (hf.differentiableAt (by norm_num)), ?_, ?_, ?_⟩
  · rw [kernel_decouples hsym hf]; ring
  · rw [kernel_decouples hsym hf]; ring
  · rw [kernel_decouples hsym hf]; ring
```

## (k) The sign of the second-order energy change

**Task.** For symmetric $f$ at $(a,a)$, decide when $H^f_{(a,a)}((u,v),(u,v))\ge 0$ for all real $u,v$.

**Solution.** By (d) and (e), the form is
$$f_{aa}(u^2+v^2)+2f_{ab}uv=(f_{aa}+f_{ab})\frac{(u+v)^2}2+(f_{aa}-f_{ab})\frac{(u-v)^2}2.$$
If both brackets with $f$ are nonnegative, so is the form. Conversely, $(u,v)=(1,1)$ gives $2(f_{aa}+f_{ab})$ and $(1,-1)$ gives $2(f_{aa}-f_{ab})$, so both must be nonnegative. In Lean, `q` is this completed square.

The criterion concerns the energy density $f$ at one point. The stability of a self-consistent solution also involves the kinetic energy and the Hartree energy; the latter is nonlocal in the density and so cannot be part of $f$.

```lean
/-- At equal spin densities the second-order form of a spin-symmetric energy density is nonnegative
for every change of the spin densities exactly when `f_aa + f_ab` and `f_aa - f_ab` are both
nonnegative. -/
theorem stability_iff {f : ℝ × ℝ → ℝ} (hsym : ∀ a b, f (a, b) = f (b, a)) {a : ℝ}
    (hf : ContDiffAt ℝ 2 f (a, a)) :
    (∀ u v : ℝ, 0 ≤ hess f (a, a) (u, v) (u, v)) ↔
      0 ≤ hess f (a, a) (1, 0) (1, 0) + hess f (a, a) (1, 0) (0, 1) ∧
      0 ≤ hess f (a, a) (1, 0) (1, 0) - hess f (a, a) (1, 0) (0, 1) := by
  have s1 := hess_swap hsym hf 1 0 1 0
  have s2 := hess_swap hsym hf 1 0 0 1
  -- complete squares in the total and the relative change
  have q : ∀ u v : ℝ, hess f (a, a) (u, v) (u, v) =
      (hess f (a, a) (1, 0) (1, 0) + hess f (a, a) (1, 0) (0, 1)) * ((u + v) ^ 2 / 2)
      + (hess f (a, a) (1, 0) (1, 0) - hess f (a, a) (1, 0) (0, 1)) * ((u - v) ^ 2 / 2) := by
    intro u v
    have h := hess_expand f (a, a) u v u v
    linear_combination h - v * v * s1 - v * u * s2
  constructor
  · intro h
    have h1 := h 1 1
    have h2 := h 1 (-1)
    rw [q] at h1 h2
    constructor <;> linarith
  · rintro ⟨h1, h2⟩ u v
    rw [q]
    exact add_nonneg (mul_nonneg h1 (by positivity)) (mul_nonneg h2 (by positivity))

end

end SpinDensityChainRules
```

```lean
#print axioms SpinDensityChainRules.mixed_derivative_polarized
-- 'SpinDensityChainRules.mixed_derivative_polarized' depends on axioms: [propext, Classical.choice, Quot.sound]
#print axioms SpinDensityChainRules.spin_density_chain_rules
-- 'SpinDensityChainRules.spin_density_chain_rules' depends on axioms: [propext, Classical.choice, Quot.sound]
#print axioms SpinDensityChainRules.stability_iff
-- 'SpinDensityChainRules.stability_iff' depends on axioms: [propext, Classical.choice, Quot.sound]
```
